# Annihilation matrices of n fermionic modes in dimension 2ⁿ are the Jordan–Wigner matrices up to one unitary

## One mode on one qubit

Let a fermionic mode be stored on a qubit by some \(2\times2\) matrix \(b\) with
\[
b^2=0,\qquad bb^\dagger+b^\dagger b=1,
\]
where \(\dagger\) is the conjugate transpose. Take any nonzero vector \(w\). If \(bw=0\), normalise \(w\); otherwise normalise \(bw\), which \(b\) sends to zero. Either way there is a unit vector \(v\) with \(bv=0\), an empty state. The filled state \(b^\dagger v\) satisfies
\[
\langle b^\dagger v,b^\dagger v\rangle=\langle v,(1-b^\dagger b)v\rangle=1,\qquad
\langle v,b^\dagger v\rangle=\langle bv,v\rangle=0 .
\]
So \(v\) and \(b^\dagger v\) form an orthonormal basis, and \(b\) sends the second to the first. In this basis \(b\) is \(|0\rangle\langle1|\), whatever matrix we began with. With more modes the argument is the same, except that signs appear.

## Many encodings of the same electrons

One way to simulate electrons on a quantum computer is to assign a matrix on the qubit register to each annihilation operator. Jordan–Wigner and parity encodings do this differently. Do they describe the same physics?

Number the modes \(0,\dots,n-1\). The matrices \(b_j\) are required to satisfy
\[
b_jb_k+b_kb_j=0,\qquad b_jb_k^\dagger+b_k^\dagger b_j=\delta_{jk}.
\]
The first relation expresses antisymmetry under exchange and, for \(j=k\), the exclusion principle. The second, for \(j=k\), says that the projectors on "mode empty" and "mode filled" add up to the identity; for \(j\neq k\) it extends the exchange sign to a creator and an annihilator.

The Jordan–Wigner matrix \(a_j\) is the tensor product of \(Z=\mathrm{diag}(1,-1)\) on the sites before \(j\), \(|0\rangle\langle1|\) on site \(j\), and the identity after it. If the \(b_j\) have size \(2^n\), there is a single unitary \(U\) with \(Ub_jU^\dagger=a_j\) for every \(j\).

Consequently, a Hamiltonian that is a polynomial in the \(b_j\) and \(b_j^\dagger\) has the same spectrum in all such encodings of finitely many modes. Pauli weights and circuit depths can still differ.

## The statement in Lean's terms

In `unitarily_equivalent_jordanWigner`, the modes are the elements of `Fin n`, and `IsCAR b` contains the two relations above. The rows and columns of each `b j` are labelled by an arbitrary finite type `m`, with `Fintype.card m = 2 ^ n`. The Jordan–Wigner basis consists of the bit strings `Fin n → Fin 2`, where 1 means occupied.

Since `U` goes from one labelled basis to another, its unitarity is stated as two equations, `U * Uᴴ = 1` and `Uᴴ * U = 1`, where `ᴴ` is the dagger. The theorem gives the existence of `U`; the uniqueness concerns the encoding, up to a change of basis.

The relations are assumed on the whole space. If an encoding obeys them only on a code subspace, the theorem applies to the restricted matrices, provided that every \(b_j\) and \(b_j^\dagger\) maps this subspace into itself and that its dimension is \(2^n\). For the electrons of a molecule with fixed nuclei, the step to this model is the choice of \(n\) orthonormal spin orbitals, and the theorem says nothing about the error of that truncation.

## A vacuum, found mode by mode

Suppose \(w\neq0\) is annihilated by \(b_j\) for all \(j\) in a set \(S\), and let \(k\) be a further mode. If \(b_kw=0\), keep \(w\). Otherwise replace it by \(b_kw\neq0\). This vector is annihilated by \(b_k\), because \(2b_k^2=0\), and by each \(b_j\) with \(j\in S\), because \(b_jb_kw=-b_kb_jw=0\). After all modes have been treated, normalisation gives a unit vector \(v\) with \(b_jv=0\) for every \(j\).

## Occupation states and their signs

For a bit string \(s\), define
\[
\phi_s=(b_0^\dagger)^{s_0}(b_1^\dagger)^{s_1}\cdots(b_{n-1}^\dagger)^{s_{n-1}}v .
\]
If a state \(x\) is built on \(v\) without the creator of mode \(j\), then \(b_jx=0\): \(b_j\) passes each creator with a minus sign and finally meets \(v\).

For the overlap of \(\phi_s\) and \(\phi_t\), compare the outermost mode \(k\), and let \(x,y\) be the parts built from the later modes.

- If \(s_k=t_k=0\), the overlap is \(\langle x,y\rangle\).
- If \(s_k=t_k=1\), it is \(\langle x,b_kb_k^\dagger y\rangle=\langle x,y\rangle-\langle x,b_k^\dagger b_ky\rangle=\langle x,y\rangle\).
- If \(s_k=0\) and \(t_k=1\), it is \(\langle x,b_k^\dagger y\rangle=\langle b_kx,y\rangle=0\); the reverse case is the same.

Repeating this down to \(\langle v,v\rangle=1\) gives \(\langle\phi_s,\phi_t\rangle=\delta_{st}\).

Now apply \(b_j\) to \(\phi_t\). It passes the creator of each occupied mode before \(j\), with one minus sign each. If \(t_j=0\), the result is zero. If \(t_j=1\), then \(b_jb_j^\dagger y=y-b_j^\dagger b_jy=y\), where \(y\) contains only later modes. Hence
\[
b_j\phi_t=t_j\,(-1)^{\sum_{k<j}t_k}\,\phi_{t'},
\]
where \(t'\) is \(t\) with bit \(j\) set to 0. The matrix \(a_j\) acts on \(|t\rangle\) by the same rule: each \(Z\) supplies a sign for an occupied site, and \(|0\rangle\langle1|\) empties site \(j\).

## From isometry to unitary

Let \(W\) have the columns \(\phi_t\). Then \(W^\dagger W=1\) and \(b_jW=Wa_j\), in any nonzero finite dimension. In dimension \(2^n\), \(W\) is square, so \(WW^\dagger=1\) as well. With \(U=W^\dagger\),
\[
Ub_jU^\dagger=W^\dagger b_jW=W^\dagger Wa_j=a_j .
\]

## Two qubits without the sign string

Take \(c_0=|0\rangle\langle1|\otimes1\) and \(c_1=1\otimes|0\rangle\langle1|\). Each satisfies the relations for its own mode, but the two commute. A unitary carrying them to \(a_0,a_1\) would make \(a_0\) and \(a_1\) commute, whereas \(a_0a_1=-a_1a_0\neq0\). The relations within each mode are therefore not enough for the conclusion.

## The complete Lean development

```lean
import Mathlib

open Matrix

namespace FermionEncoding

variable {n : ℕ} {m : Type*} [Fintype m] [DecidableEq m]

/-- The canonical anticommutation relations for `n` annihilation matrices `b j`. -/
structure IsCAR (b : Fin n → Matrix m m ℂ) : Prop where
  anti : ∀ j k, b j * b k + b k * b j = 0
  mixed : ∀ j k, b j * (b k)ᴴ + (b k)ᴴ * b j = if j = k then 1 else 0

/-- The one-qubit factor on site `k` of the Jordan-Wigner matrix of mode `j`:
`Z` before `j`, the lowering matrix `|0⟩⟨1|` at `j`, the identity after `j`. -/
def site (j k : Fin n) : Matrix (Fin 2) (Fin 2) ℂ :=
  if k < j then !![1, 0; 0, -1] else if k = j then !![0, 1; 0, 0] else 1

/-- The Jordan-Wigner annihilation matrix of mode `j`, the tensor product of its
one-qubit factors, in the basis of bit strings. -/
def jordanWigner (j : Fin n) : Matrix (Fin n → Fin 2) (Fin n → Fin 2) ℂ :=
  Matrix.of fun s t => ∏ k, site j k (s k) (t k)

/-- The sign `-1` for an occupied mode `k` before `j`, and `1` otherwise. -/
def jwSign (t : Fin n → Fin 2) (j k : Fin n) : ℂ :=
  if k < j ∧ t k = 1 then -1 else 1

/-- The state obtained from `v` by creating a particle in each mode of the list that
is occupied in `s`, the first mode of the list being created last. -/
def fill (b : Fin n → Matrix m m ℂ) (v : m → ℂ) (s : Fin n → Fin 2) :
    List (Fin n) → (m → ℂ)
  | [] => v
  | k :: L => if s k = 1 then (b k)ᴴ *ᵥ fill b v s L else fill b v s L

/-- The Jordan-Wigner matrix of mode `j` empties an occupied mode `j`, with one sign for
each occupied mode before it; all its other entries vanish. -/
theorem jordanWigner_apply (j : Fin n) (s t : Fin n → Fin 2) :
    jordanWigner j s t =
      if t j = 1 ∧ s = Function.update t j 0 then ∏ k, jwSign t j k else 0 := by
  have two : ∀ x : Fin 2, x = 0 ∨ x = 1 := by decide
  -- each one-qubit factor is a sign or zero
  have f : ∀ k, site j k (s k) (t k) =
      if s k = Function.update t j 0 k ∧ (k = j → t j = 1) then jwSign t j k else 0 := by
    intro k
    by_cases hk : k = j
    · subst hk
      rcases two (s k) with a | a <;> rcases two (t k) with c | c <;>
        simp [site, jwSign, a, c]
    · by_cases hl : k < j <;> rcases two (s k) with a | a <;>
        rcases two (t k) with c | c <;> simp [site, jwSign, Matrix.one_apply, hk, hl, a, c]
  change ∏ k, site j k (s k) (t k) = _
  rw [Finset.prod_congr rfl fun k _ => f k, Finset.prod_ite_zero]
  have e : (∀ k ∈ (Finset.univ : Finset (Fin n)),
      s k = Function.update t j 0 k ∧ (k = j → t j = 1)) ↔
      t j = 1 ∧ s = Function.update t j 0 :=
    ⟨fun h => ⟨(h j (Finset.mem_univ j)).2 rfl, funext fun k => (h k (Finset.mem_univ k)).1⟩,
      fun h k _ => ⟨congrFun h.2 k, fun _ => h.1⟩⟩
  by_cases h : t j = 1 ∧ s = Function.update t j 0
  · rw [if_pos h, if_pos (e.2 h)]
  · rw [if_neg h, if_neg (mt e.1 h)]

/-- Matrices obeying the canonical anticommutation relations on a nonzero space have a
normalised vacuum, a state that every annihilation matrix sends to zero. -/
theorem exists_vacuum [Nonempty m] {b : Fin n → Matrix m m ℂ} (h : IsCAR b) :
    ∃ v : m → ℂ, star v ⬝ᵥ v = 1 ∧ ∀ j, b j *ᵥ v = 0 := by
  -- empty the modes one after the other
  have key : ∀ S : Finset (Fin n), ∃ v : m → ℂ, v ≠ 0 ∧ ∀ j ∈ S, b j *ᵥ v = 0 := by
    intro S
    induction S using Finset.induction_on with
    | empty => exact ⟨fun _ => 1, Function.ne_iff.2 ⟨Classical.arbitrary m, by simp⟩, by simp⟩
    | insert k S _ ih =>
      obtain ⟨v, hv, hS⟩ := ih
      have anti : ∀ j, b j *ᵥ (b k *ᵥ v) + b k *ᵥ (b j *ᵥ v) = 0 := fun j => by
        rw [mulVec_mulVec, mulVec_mulVec, ← add_mulVec, h.anti, zero_mulVec]
      by_cases hk : b k *ᵥ v = 0
      · exact ⟨v, hv, fun j hj => (Finset.mem_insert.1 hj).elim (fun e => e ▸ hk) (hS j)⟩
      · refine ⟨b k *ᵥ v, hk, fun j hj => ?_⟩
        have e := anti j
        rcases Finset.mem_insert.1 hj with rfl | hj
        · rw [← two_smul ℂ] at e
          exact (smul_eq_zero.1 e).resolve_left two_ne_zero
        · rwa [hS j hj, mulVec_zero, add_zero] at e
  obtain ⟨v, hv, hb⟩ := key Finset.univ
  -- normalise
  obtain ⟨i, hi⟩ := Function.ne_iff.1 hv
  have hpos : 0 < ∑ i, ‖v i‖ ^ 2 :=
    Finset.sum_pos' (fun _ _ => by positivity)
      ⟨i, Finset.mem_univ i, pow_pos (norm_pos_iff.2 hi) 2⟩
  obtain ⟨q, hq, hqr⟩ : ∃ q : ℝ, 0 < q ∧ ∑ i, ‖v i‖ ^ 2 = q * q :=
    ⟨_, Real.sqrt_pos.2 hpos, (Real.mul_self_sqrt hpos.le).symm⟩
  have hvv : star v ⬝ᵥ v = (q : ℂ) * q := by
    rw [← Complex.ofReal_mul, ← hqr]
    simp only [dotProduct, Pi.star_apply, Complex.ofReal_sum, Complex.ofReal_pow]
    exact Finset.sum_congr rfl fun i _ => Complex.conj_mul' (v i)
  have hq' : (q : ℂ) ≠ 0 := Complex.ofReal_ne_zero.2 hq.ne'
  refine ⟨(q : ℂ)⁻¹ • v, ?_, fun j => by rw [mulVec_smul, hb j (Finset.mem_univ j), smul_zero]⟩
  have hc : star ((q : ℂ)⁻¹) = (q : ℂ)⁻¹ := by simp
  rw [star_smul, hc, smul_dotProduct, dotProduct_smul, hvv, smul_eq_mul, smul_eq_mul]
  field_simp

/-- Under the canonical anticommutation relations, moving an annihilator past a creator changes the
sign and, for equal modes, leaves the state itself as an extra term. -/
theorem lower_raise {b : Fin n → Matrix m m ℂ} (h : IsCAR b) (j k : Fin n) (x : m → ℂ) :
    b j *ᵥ ((b k)ᴴ *ᵥ x) = (if j = k then x else 0) - (b k)ᴴ *ᵥ (b j *ᵥ x) := by
  rw [eq_sub_iff_add_eq, mulVec_mulVec, mulVec_mulVec, ← add_mulVec, h.mixed]
  split_ifs <;> simp

/-- Under the canonical anticommutation relations, `b j` gives zero on a state built on a vacuum `v`
from a list of modes that does not contain `j`. -/
theorem lower_unfilled {b : Fin n → Matrix m m ℂ} (h : IsCAR b) {v : m → ℂ}
    (hv : ∀ j, b j *ᵥ v = 0) {s : Fin n → Fin 2} {j : Fin n} {L : List (Fin n)}
    (hj : j ∉ L) : b j *ᵥ fill b v s L = 0 := by
  induction L with
  | nil => exact hv j
  | cons k L ih =>
    simp only [List.mem_cons, not_or] at hj
    simp only [fill]
    split_ifs
    · rw [lower_raise h, if_neg hj.1, ih hj.2, mulVec_zero, sub_zero]
    · exact ih hj.2

/-- Under the canonical anticommutation relations, occupation states built on a vacuum `v` from
distinct modes are orthogonal unless their occupations agree on these modes, and then their overlap
is that of `v` with itself. -/
theorem overlap {b : Fin n → Matrix m m ℂ} (h : IsCAR b) {v : m → ℂ}
    (hv : ∀ j, b j *ᵥ v = 0) (s t : Fin n → Fin 2) {L : List (Fin n)} (hn : L.Nodup) :
    star (fill b v s L) ⬝ᵥ fill b v t L =
      if ∀ k ∈ L, s k = t k then star v ⬝ᵥ v else 0 := by
  have two : ∀ x : Fin 2, x = 0 ∨ x = 1 := by decide
  induction L with
  | nil => simp [fill]
  | cons k L ih =>
    obtain ⟨hk, hL⟩ := List.nodup_cons.1 hn
    simp only [fill, List.forall_mem_cons]
    rcases two (s k) with hs | hs <;> rcases two (t k) with ht | ht <;>
      simp only [hs, ht, zero_ne_one, one_ne_zero, ↓reduceIte, false_and, true_and]
    · exact ih hL
    · rw [dotProduct_mulVec, ← star_mulVec, lower_unfilled h hv hk, star_zero, zero_dotProduct]
    · rw [star_mulVec, conjTranspose_conjTranspose, ← dotProduct_mulVec,
        lower_unfilled h hv hk, dotProduct_zero]
    · rw [star_mulVec, conjTranspose_conjTranspose, ← dotProduct_mulVec, lower_raise h,
        if_pos rfl, lower_unfilled h hv hk, mulVec_zero, sub_zero]
      exact ih hL

/-- Under the canonical anticommutation relations, on states built on a vacuum `v` from a list of
modes in increasing order that contains `j`, the matrix `b j` empties an occupied mode `j` with the
Jordan-Wigner sign, and gives zero if mode `j` is empty. -/
theorem lower_fill {b : Fin n → Matrix m m ℂ} (h : IsCAR b) {v : m → ℂ}
    (hv : ∀ j, b j *ᵥ v = 0) (t : Fin n → Fin 2) {j : Fin n} {L : List (Fin n)}
    (hs : L.Pairwise (· < ·)) (hj : j ∈ L) :
    b j *ᵥ fill b v t L = if t j = 1 then
      (L.map (jwSign t j)).prod • fill b v (Function.update t j 0) L else 0 := by
  have upd : ∀ L : List (Fin n), j ∉ L →
      fill b v (Function.update t j 0) L = fill b v t L := by
    intro L hL
    induction L with
    | nil => rfl
    | cons k L ih =>
      simp only [List.mem_cons, not_or] at hL
      simp only [fill, Function.update_of_ne (Ne.symm hL.1), ih hL.2]
  induction L with
  | nil => simp at hj
  | cons k L ih =>
    obtain ⟨hk, hL⟩ := List.pairwise_cons.1 hs
    by_cases hjk : j = k
    · subst hjk
      have hn : j ∉ L := fun hm => lt_irrefl _ (hk j hm)
      have hp : (L.map (jwSign t j)).prod = 1 := List.prod_eq_one (by
        intro x hx
        obtain ⟨l, hl, rfl⟩ := List.mem_map.1 hx
        simp [jwSign, not_lt_of_ge (hk l hl).le])
      have h1 : jwSign t j j = 1 := by simp [jwSign]
      by_cases ht : t j = 1
      · simp only [fill, ht, Function.update_self, zero_ne_one, ↓reduceIte, List.map_cons,
          List.prod_cons, hp, h1, upd L hn, lower_raise h, lower_unfilled h hv hn,
          mulVec_zero, sub_zero, mul_one, one_smul]
      · simp only [fill, ht, ↓reduceIte, lower_unfilled h hv hn]
    · -- the annihilator passes the creator of an earlier mode
      have hjL := (List.mem_cons.1 hj).resolve_left hjk
      have hu : Function.update t j 0 k = t k := Function.update_of_ne (Ne.symm hjk) _ _
      by_cases htk : t k = 1
      · have h1 : jwSign t j k = -1 := by simp [jwSign, hk j hjL, htk]
        simp only [fill, hu, htk, ↓reduceIte, lower_raise h, hjk, ih hL hjL, List.map_cons,
          List.prod_cons, h1]
        split_ifs <;> simp [mulVec_smul]
      · have h1 : jwSign t j k = 1 := by simp [jwSign, htk]
        simp only [fill, hu, htk, ↓reduceIte, ih hL hjL, List.map_cons, List.prod_cons,
          h1, one_mul]

/-- Every realisation of the canonical anticommutation relations on a nonzero
finite-dimensional space contains an isometric copy of the Jordan-Wigner matrices. -/
theorem exists_isometry [Nonempty m] {b : Fin n → Matrix m m ℂ} (h : IsCAR b) :
    ∃ W : Matrix m (Fin n → Fin 2) ℂ, Wᴴ * W = 1 ∧ ∀ j, b j * W = W * jordanWigner j := by
  obtain ⟨v, hv1, hv⟩ := exists_vacuum h
  -- the columns of `W` are the occupation states
  refine ⟨Matrix.of fun i s => fill b v s (List.finRange n) i, ?_, fun j => ?_⟩
  · ext s t
    change star (fill b v s (List.finRange n)) ⬝ᵥ fill b v t (List.finRange n) = _
    rw [overlap h hv s t (List.nodup_finRange n), hv1, Matrix.one_apply]
    simp [funext_iff]
  · ext i t
    change (b j *ᵥ fill b v t (List.finRange n)) i =
      ∑ s, fill b v s (List.finRange n) i * jordanWigner j s t
    rw [lower_fill h hv t (List.pairwise_lt_finRange n) (List.mem_finRange j),
      ← Fin.prod_univ_def]
    simp only [jordanWigner_apply]
    by_cases ht : t j = 1 <;> simp [ht, mul_comm]


/-- Uniqueness of encodings: matrices of size `2 ^ n` obeying the canonical anticommutation
relations for `n` modes are carried to the Jordan-Wigner matrices by one unitary `U`. -/
theorem unitarily_equivalent_jordanWigner {b : Fin n → Matrix m m ℂ} (h : IsCAR b)
    (hm : Fintype.card m = 2 ^ n) :
    ∃ U : Matrix (Fin n → Fin 2) m ℂ, U * Uᴴ = 1 ∧ Uᴴ * U = 1 ∧
      ∀ j, U * b j * Uᴴ = jordanWigner j := by
  have : Nonempty m := Fintype.card_pos_iff.1 (by rw [hm]; positivity)
  obtain ⟨W, hW, hb⟩ := exists_isometry h
  -- equal dimensions turn the isometry into a unitary
  have e : (Fin n → Fin 2) ≃ m := Fintype.equivOfCardEq (by simp [hm])
  have hW' : W * Wᴴ = 1 := (Matrix.mul_eq_one_comm_of_equiv e).1 hW
  refine ⟨Wᴴ, by rwa [conjTranspose_conjTranspose], by rwa [conjTranspose_conjTranspose],
    fun j => ?_⟩
  rw [conjTranspose_conjTranspose, Matrix.mul_assoc, hb, ← Matrix.mul_assoc, hW,
    Matrix.one_mul]


/-- The two annihilation matrices of the two-mode parity encoding obey the canonical
anticommutation relations. -/
theorem isCAR_witness : IsCAR (n := 2) (m := Fin 4)
    ![!![0, 0, 0, 1; 0, 0, 1, 0; 0, 0, 0, 0; 0, 0, 0, 0],
      !![0, 1, 0, 0; 0, 0, 0, 0; 0, 0, 0, 0; 0, 0, -1, 0]] := by
  constructor <;> intro j k <;> fin_cases j <;> fin_cases k <;> ext p q <;>
    simp only [Matrix.add_apply, Matrix.mul_apply, Matrix.conjTranspose_apply,
      Fin.sum_univ_four] <;>
    fin_cases p <;> fin_cases q <;> simp

end FermionEncoding
```

```lean
#print axioms FermionEncoding.unitarily_equivalent_jordanWigner
```

```
'FermionEncoding.unitarily_equivalent_jordanWigner' depends on axioms: [propext, Classical.choice, Quot.sound]
```

## How the lemmas carry the argument

`exists_vacuum` is an induction over the finite set of modes already emptied. Its case split on `b k *ᵥ v = 0` is the choice between keeping the vector and replacing it; the rest of the proof divides by the norm.

`fill` builds the occupation states recursively along a list of modes, with the head of the list as the outermost creator. `lower_raise` is the second anticommutation relation applied to a vector, and `lower_unfilled` uses it repeatedly to show that an annihilator of an unfilled mode gives zero. `overlap` treats the four combinations of two bits at the head of the list, as in the comparison above.

`lower_fill` derives the sign. At an occupied mode before `j`, the annihilator moves past the creator of that mode and `jwSign` contributes \(-1\). At `j` itself, the increasing order of the list ensures that all remaining signs are 1. The auxiliary statement `upd` says that changing bit `j` does not affect a state built from other modes.

On the Jordan–Wigner side, `jordanWigner_apply` computes the matrix entries: every one-qubit factor is a sign or zero, so their product is the total sign or zero. `exists_isometry` takes the occupation states as columns and matches the two rules. The final theorem uses equality of dimensions, through `Matrix.mul_eq_one_comm_of_equiv`, to turn the one-sided inverse into a two-sided one.

`isCAR_witness` checks the relations entry by entry for the two-mode parity encoding, whose first qubit stores the occupation of mode 0 and whose second stores the parity of both modes. It is a concrete case to which the theorem applies.
